# For a complete orthonormal orbital basis on a finite grid, the CEDA condition is the localized Hartree-Fock equation

## Grid, orbitals and operators

Let $X$ be a finite set of grid points. Orbitals are real functions on $X$, with the inner product $\langle f,g\rangle=\sum_x f(x)g(x)$. An orthonormal basis of all functions on $X$ is split into occupied orbitals $\varphi_i$ and virtual orbitals $\chi_a$. The number of occupied plus virtual orbitals is therefore the number of grid points.

A local potential $v$ acts by multiplication, $(vf)(x)=v(x)f(x)$. The operator $K$ is a real matrix $K(x,y)$. In the application it is the nonlocal exchange operator with its negative sign included,

$$K(x,y)=-P(x,y)\,g(x,y),\qquad P(x,y)=\sum_i\varphi_i(x)\varphi_i(y),$$

where $g$ is the pair interaction and $P$ the density matrix of the occupied orbitals. The values $g(x,x)$ must be finite, so the Coulomb interaction, which diverges at coincident points, needs a separate finite value there. The density is $\rho(x)=P(x,x)=\sum_i\varphi_i(x)^2$. Each orbital is counted once, as for a single spin channel.

## Two equations for a local exchange potential

The exact-exchange potential of density functional theory satisfies an equation in which products $\varphi_i(x)\chi_a(x)$ are weighted by $\langle\chi_a,(v-K)\varphi_i\rangle$ and divided by orbital energy differences. The common energy denominator approximation (CEDA) replaces all these differences by one nonzero constant, as if every excitation cost the same energy. The constant then drops out:

$$\sum_i\sum_a\varphi_i(x)\chi_a(x)\,\langle\chi_a,(v-K)\varphi_i\rangle=0\quad\text{for all }x.\tag{1}$$

The localized Hartree-Fock (LHF) equation contains occupied orbitals only:

$$v(x)\rho(x)=\sum_i\varphi_i(x)(K\varphi_i)(x)+\sum_i\sum_j\varphi_i(x)\varphi_j(x)\,\langle\varphi_j,(v-K)\varphi_i\rangle.\tag{2}$$

The first sum is the Slater term and the second is a correction from all occupied pairs. The equation is multiplied through by $\rho$, so at a point where the density vanishes it reads $0=0$.

## What is proved

For a split orthonormal basis, any real matrix $K$ and any potential $v$, the theorem `ceda_lhf_tfae` says that three statements are equivalent: (1), (2), and

$$\big[(1-P)(v-K)P\big](x,x)=0\quad\text{for all }x.\tag{3}$$

$K$ need not be symmetric. If it is not, replacing $K$ by its transpose can change the matrix elements in (1) and the Slater term in (2), so the order matters there: $K$ acts on the occupied orbital $\varphi_i$. The double sum in (2) is the same for $K$ and its transpose.

Two further theorems concern (2). By `isLHF_mix`, its solutions are unchanged when the occupied orbitals are mixed by an orthogonal matrix, both for a fixed $K$ and for an exchange operator rebuilt from the mixed orbitals. By `isLHF_shift`, if the occupied orbitals are orthonormal, $v+c$ solves (2) exactly when $v$ does, for every constant $c$.

In Lean, the basis `b` is an `OrthonormalBasis` indexed by the sum type `o ⊕ u`, and `occ b` and `virt b` are its two halves. The matrix $P$ is `proj (occ b)`, the potential is `diagonal v`, and `⬝ᵥ` is the inner product. The left side of (1) is `cedaSum`, and equation (2) is `IsLHF`. The mixing matrix satisfies `Uᵀ * U = 1`, which for a square matrix is orthogonality.

The orbitals are given data. Nothing requires them to be eigenfunctions of a Kohn-Sham Hamiltonian containing $v$, whereas the CEDA and LHF methods as used in electronic structure theory add this self-consistency. The theorems compare solutions $v$ at given orbitals and do not address whether a solution exists. Complex orbitals and fractional occupations are left aside.

## From orbital sums to a projector

**Completeness.** Let $e_x$ be the function that is 1 at $x$ and 0 elsewhere. Expanding $\langle e_x,e_y\rangle$ in the basis gives

$$\delta_{xy}=\sum_i\varphi_i(x)\varphi_i(y)+\sum_a\chi_a(x)\chi_a(y),$$

so the density matrix of the virtual orbitals is $1-P$.

**Condition (1) is condition (3).** Write $M=v-K$. Then

$$\begin{aligned}
[(1-P)MP](x,x)&=\sum_{y,z}\sum_a\chi_a(x)\chi_a(y)\,M(y,z)\sum_i\varphi_i(z)\varphi_i(x)\\
&=\sum_i\sum_a\varphi_i(x)\chi_a(x)\,\langle\chi_a,M\varphi_i\rangle,
\end{aligned}$$

which is the left side of (1).

**Condition (2) is condition (3).** Split $(1-P)MP=MP-PMP$. The first diagonal is

$$[MP](x,x)=\sum_i\varphi_i(x)(M\varphi_i)(x)=v(x)\rho(x)-\sum_i\varphi_i(x)(K\varphi_i)(x).$$

The second follows from the previous calculation with occupied orbitals on both sides:

$$[PMP](x,x)=\sum_i\sum_j\varphi_i(x)\varphi_j(x)\,\langle\varphi_j,M\varphi_i\rangle.$$

Setting the difference to zero and moving terms across gives (2). This part uses neither orthonormality nor completeness.

## Orbital mixing and constant shifts

Let $\varphi'_i=\sum_jU_{ij}\varphi_j$ with $U^{\mathsf T}U=1$. The new density matrix is

$$\sum_i\varphi'_i(x)\varphi'_i(y)=\sum_{j,k}(U^{\mathsf T}U)_{jk}\,\varphi_j(x)\varphi_k(y)=P(x,y).$$

Condition (3) depends on the occupied orbitals only through $P$, and so does the exchange operator $-P(x,y)g(x,y)$. Both forms of the invariance follow.

For the shift, orthonormality gives

$$P^2(x,y)=\sum_{i,j}\varphi_i(x)\langle\varphi_i,\varphi_j\rangle\varphi_j(y)=P(x,y),$$

hence $(1-P)P=0$ and

$$(1-P)(v+c-K)P=(1-P)(v-K)P+c\,(1-P)P=(1-P)(v-K)P.$$

## Missing virtual orbitals can break the equivalence

Take two grid points, $K=0$ and one occupied orbital $\varphi=(1,1)/\sqrt2$. Equation (2) becomes, at each point,

$$\tfrac12v(x)=\tfrac12\cdot\tfrac12\,(v_1+v_2),$$

so its solutions are exactly the constant potentials. With the virtual orbital $\chi=(1,-1)/\sqrt2$ included, the left side of (1) is $\pm\tfrac14(v_1-v_2)$, and the solutions agree.

If $\chi$ is left out, the sum in (1) is empty and every $v$ satisfies it, including $v=(1,0)$, which violates (2). Orthonormality of the orbitals that are kept is thus not enough for the equivalence.

## Solving for the potential in a self-consistent cycle

In an LHF calculation the current occupied orbitals are used to form $K\varphi_i$ on the grid and the matrix elements $\langle\varphi_j,K\varphi_i\rangle$. Where $\rho(x)>0$, equation (2) is divided by the density. Its right side contains $v$ only through the numbers $\langle\varphi_j,v\varphi_i\rangle$, so one can solve a linear system for these numbers or iterate from the previous potential. No virtual orbital is needed, although (1) is written with all of them.

The shift invariance makes the linear system singular. The constant can be fixed by requiring $\langle\varphi_H,(v-K)\varphi_H\rangle=0$ for the highest occupied orbital $\varphi_H$, which removes that term from the double sum.

A quadrature grid with positive weights $w_x$ fits the unit-weight inner product after rescaling: $\varphi_i(x)=\sqrt{w_x}\,\psi_i(r_x)$, where $\psi_i(r_x)$ is the orbital value at the point $r_x$. The values of $v$ stay the same, and $\rho(x)$ becomes $w_x$ times the physical density. Orbitals that are orthonormal under exact integration are orthonormal on the grid only up to the quadrature error, whereas the theorems that assume orthonormality need it exactly on the grid. If the virtual orbitals come from a smaller atomic-orbital basis, they do not complete the grid space, and a CEDA sum over them can differ from the LHF equation as in the two-point example.

## The definitions and theorems in Lean

```lean
import Mathlib

open Matrix

namespace LocalizedHartreeFock

noncomputable section

variable {X o u : Type*} [Fintype X] [DecidableEq X] [Fintype o] [Fintype u]

/-- The occupied orbitals of a split orthonormal basis, as functions on the grid. -/
def occ (b : OrthonormalBasis (o ⊕ u) ℝ (EuclideanSpace ℝ X)) : o → X → ℝ :=
  fun i => (b (Sum.inl i)).ofLp

/-- The virtual orbitals of a split orthonormal basis, as functions on the grid. -/
def virt (b : OrthonormalBasis (o ⊕ u) ℝ (EuclideanSpace ℝ X)) : u → X → ℝ :=
  fun a => (b (Sum.inr a)).ofLp

/-- The density matrix `P(x,y) = ∑ i, φ i x * φ i y` of a family of orbitals. -/
def proj (φ : o → X → ℝ) : Matrix X X ℝ := (Matrix.of φ)ᵀ * Matrix.of φ

/-- The density `ρ(x)`, the sum of the squared orbitals. -/
def density (φ : o → X → ℝ) (x : X) : ℝ := ∑ i, φ i x * φ i x

/-- The left side of the CEDA condition at the grid point `x`: products of occupied and
virtual orbitals weighted by the matrix elements of `v - K`. -/
def cedaSum (φ : o → X → ℝ) (χ : u → X → ℝ) (K : Matrix X X ℝ) (v : X → ℝ) (x : X) : ℝ :=
  ∑ i, ∑ a, φ i x * χ a x * (χ a ⬝ᵥ (diagonal v - K) *ᵥ φ i)

/-- The localized Hartree-Fock equation, multiplied by the density: `v ρ` is the Slater
term plus the correction from all pairs of occupied orbitals. -/
def IsLHF (φ : o → X → ℝ) (K : Matrix X X ℝ) (v : X → ℝ) : Prop :=
  ∀ x, v x * density φ x = ∑ i, φ i x * (K *ᵥ φ i) x
    + ∑ i, ∑ j, φ i x * φ j x * (φ j ⬝ᵥ (diagonal v - K) *ᵥ φ i)

/-- Orbitals mixed among themselves by the matrix `U`. -/
def mix (U : Matrix o o ℝ) (φ : o → X → ℝ) : o → X → ℝ :=
  fun i x => ∑ j, U i j * φ j x

/-- The exchange operator built from the orbitals and a pair interaction `g`. -/
def exchangeOp (g : X → X → ℝ) (φ : o → X → ℝ) : Matrix X X ℝ :=
  Matrix.of fun x y => -(proj φ x y * g x y)

/-- For a split orthonormal basis, the density matrix of the virtual orbitals is `1 - P`. -/
theorem proj_virt (b : OrthonormalBasis (o ⊕ u) ℝ (EuclideanSpace ℝ X)) :
    proj (virt b) = 1 - proj (occ b) := by
  rw [eq_sub_iff_add_eq']
  ext x y
  -- Parseval's identity for two grid points
  have h := b.sum_inner_mul_inner (EuclideanSpace.single x (1 : ℝ))
    (EuclideanSpace.single y (1 : ℝ))
  have hR : inner ℝ (EuclideanSpace.single x (1 : ℝ)) (EuclideanSpace.single y (1 : ℝ))
      = (1 : Matrix X X ℝ) x y := by
    rw [EuclideanSpace.inner_single_left]
    simp [Matrix.one_apply]
  rw [hR] at h
  rw [← h, Fintype.sum_sum_type]
  simp [proj, occ, virt, Matrix.mul_apply, EuclideanSpace.inner_single_left,
    EuclideanSpace.inner_single_right]

omit [DecidableEq X] in
/-- The diagonal of an operator between two density matrices is a double sum of orbital
products times matrix elements. -/
theorem diag_sandwich (φ : o → X → ℝ) (χ : u → X → ℝ) (M : Matrix X X ℝ) (x : X) :
    (proj χ * M * proj φ) x x = ∑ i, ∑ a, φ i x * χ a x * (χ a ⬝ᵥ M *ᵥ φ i) := by
  have hN : ∀ a i, (Matrix.of χ * (M * (Matrix.of φ)ᵀ)) a i = χ a ⬝ᵥ M *ᵥ φ i :=
    fun a i => rfl
  have h : proj χ * M * proj φ
      = (Matrix.of χ)ᵀ * (Matrix.of χ * (M * (Matrix.of φ)ᵀ)) * Matrix.of φ := by
    simp only [proj, Matrix.mul_assoc]
  rw [h, Matrix.mul_apply]
  refine Finset.sum_congr rfl fun i _ => ?_
  rw [Matrix.mul_apply, Finset.sum_mul]
  refine Finset.sum_congr rfl fun a _ => ?_
  rw [hN]
  simp only [Matrix.transpose_apply, Matrix.of_apply]
  ring

/-- The localized Hartree-Fock equation says that `(1 - P)(v - K)P` has zero diagonal. -/
theorem isLHF_iff_diag (φ : o → X → ℝ) (K : Matrix X X ℝ) (v : X → ℝ) :
    IsLHF φ K v ↔ ∀ x, ((1 - proj φ) * (diagonal v - K) * proj φ) x x = 0 := by
  unfold IsLHF
  refine forall_congr' fun x => ?_
  -- the diagonal of `(v - K)P` is `v ρ` minus the Slater term
  have h1 : ((diagonal v - K) * proj φ) x x
      = v x * density φ x - ∑ i, φ i x * (K *ᵥ φ i) x := by
    have h2 : ∀ i, ((diagonal v - K) * (Matrix.of φ)ᵀ) x i
        = v x * φ i x - (K *ᵥ φ i) x := by
      intro i
      change ((diagonal v - K) *ᵥ φ i) x = _
      rw [Matrix.sub_mulVec, Pi.sub_apply, Matrix.mulVec_diagonal]
    rw [proj, ← Matrix.mul_assoc, Matrix.mul_apply, density, Finset.mul_sum,
      ← Finset.sum_sub_distrib]
    refine Finset.sum_congr rfl fun i _ => ?_
    rw [h2, Matrix.of_apply]
    ring
  rw [Matrix.sub_mul, Matrix.sub_mul, Matrix.one_mul, Matrix.sub_apply, h1, diag_sandwich]
  constructor <;> intro h <;> linarith

/-- For a split orthonormal basis, the CEDA condition, the localized Hartree-Fock equation
and the vanishing diagonal of `(1 - P)(v - K)P` are equivalent. -/
theorem ceda_lhf_tfae (b : OrthonormalBasis (o ⊕ u) ℝ (EuclideanSpace ℝ X))
    (K : Matrix X X ℝ) (v : X → ℝ) :
    List.TFAE [∀ x, cedaSum (occ b) (virt b) K v x = 0,
      IsLHF (occ b) K v,
      ∀ x, ((1 - proj (occ b)) * (diagonal v - K) * proj (occ b)) x x = 0] := by
  tfae_have 1 ↔ 3 := by
    refine forall_congr' fun x => ?_
    rw [← proj_virt, diag_sandwich, cedaSum]
  tfae_have 2 ↔ 3 := isLHF_iff_diag _ K v
  tfae_finish

omit [Fintype X] [DecidableEq X] in
/-- Orthogonal mixing of the orbitals leaves their density matrix unchanged. -/
theorem proj_mix [DecidableEq o] (U : Matrix o o ℝ) (hU : Uᵀ * U = 1) (φ : o → X → ℝ) :
    proj (mix U φ) = proj φ := by
  have h : Matrix.of (mix U φ) = U * Matrix.of φ := by
    ext i x
    simp [mix, Matrix.mul_apply]
  unfold proj
  rw [h, Matrix.transpose_mul, Matrix.mul_assoc, ← Matrix.mul_assoc Uᵀ, hU, Matrix.one_mul]

/-- Orthogonal mixing of the occupied orbitals preserves the solutions of the localized
Hartree-Fock equation, for a fixed `K` and for the exchange operator of the orbitals. -/
theorem isLHF_mix [DecidableEq o] (U : Matrix o o ℝ) (hU : Uᵀ * U = 1) (φ : o → X → ℝ)
    (K : Matrix X X ℝ) (g : X → X → ℝ) (v : X → ℝ) :
    (IsLHF (mix U φ) K v ↔ IsLHF φ K v) ∧
    (IsLHF (mix U φ) (exchangeOp g (mix U φ)) v ↔ IsLHF φ (exchangeOp g φ) v) := by
  simp only [isLHF_iff_diag, exchangeOp, proj_mix U hU, and_self]

/-- For orthonormal occupied orbitals, adding a constant to the potential preserves the
solutions of the localized Hartree-Fock equation. -/
theorem isLHF_shift [DecidableEq o] (φ : o → X → ℝ)
    (hφ : ∀ i j, φ i ⬝ᵥ φ j = if i = j then 1 else 0)
    (K : Matrix X X ℝ) (v : X → ℝ) (c : ℝ) :
    IsLHF φ K (fun x => v x + c) ↔ IsLHF φ K v := by
  have h1 : Matrix.of φ * (Matrix.of φ)ᵀ = 1 := by
    ext i j
    rw [Matrix.one_apply]
    exact hφ i j
  have hP : proj φ * proj φ = proj φ := by
    unfold proj
    rw [Matrix.mul_assoc, ← Matrix.mul_assoc (Matrix.of φ), h1, Matrix.one_mul]
  have hz : (1 - proj φ) * proj φ = 0 := by
    rw [Matrix.sub_mul, Matrix.one_mul, hP, sub_self]
  have hs : diagonal (fun x => v x + c) - K
      = (diagonal v - K) + c • (1 : Matrix X X ℝ) := by
    ext x y
    by_cases h : x = y
    · subst h
      simp only [Matrix.sub_apply, Matrix.add_apply, Matrix.smul_apply,
        Matrix.diagonal_apply_eq, Matrix.one_apply_eq, smul_eq_mul]
      ring
    · simp [h]
  -- the shift contributes `c (1 - P) P = 0`
  rw [isLHF_iff_diag, isLHF_iff_diag, hs, Matrix.mul_add, Matrix.add_mul, Matrix.mul_smul,
    Matrix.mul_one, Matrix.smul_mul, hz, smul_zero, add_zero]

end

end LocalizedHartreeFock
```

```lean
#print axioms LocalizedHartreeFock.ceda_lhf_tfae
#print axioms LocalizedHartreeFock.isLHF_mix
#print axioms LocalizedHartreeFock.isLHF_shift
```

```
'LocalizedHartreeFock.ceda_lhf_tfae' depends on axioms: [propext, Classical.choice, Quot.sound]
'LocalizedHartreeFock.isLHF_mix' depends on axioms: [propext, Classical.choice, Quot.sound]
'LocalizedHartreeFock.isLHF_shift' depends on axioms: [propext, Classical.choice, Quot.sound]
```

## The equivalence as matrix algebra

`proj_virt` is the completeness step. After the goal is rewritten as "occupied plus virtual density matrix equals 1", `b.sum_inner_mul_inner` supplies the expansion of $\langle e_x,e_y\rangle$, and `Fintype.sum_sum_type` splits it into its occupied and virtual parts.

`diag_sandwich` computes the diagonal of a product of density matrix, operator and density matrix. It regroups the product so that the matrix of elements $\langle\chi_a,M\varphi_i\rangle$ stands in the middle, then expands the outer multiplications. The two orbital families are arbitrary, so the lemma serves both for $(1-P)MP$ and for $PMP$.

`isLHF_iff_diag` proves that (2) and (3) agree. Its intermediate statement `h1` is the formula for $[MP](x,x)$. The rewriting then splits $(1-P)MP$ into $MP-PMP$ and applies `diag_sandwich` to the second term, and `linarith` moves the terms across the equality in both directions.

In `ceda_lhf_tfae`, the link between statements 1 and 3 replaces $1-P$ by the virtual density matrix and applies `diag_sandwich`. The link between 2 and 3 is `isLHF_iff_diag`, and `tfae_finish` supplies the remaining implications.

## The invariances through the density matrix

`proj_mix` writes the mixed orbitals as the matrix product $U\Phi$, where the rows of $\Phi$ are the original orbitals. The density matrix is then $\Phi^{\mathsf T}U^{\mathsf T}U\Phi=\Phi^{\mathsf T}\Phi$. With this lemma, `isLHF_mix` needs a single `simp only`: both equations are put into form (3), where the mixed and original orbitals give the same expression, also inside `exchangeOp`.

In `isLHF_shift`, the hypothesis `hφ` becomes $\Phi\Phi^{\mathsf T}=1$. From it follow $P^2=P$ (`hP`) and $(1-P)P=0$ (`hz`). The statement `hs` separates the shifted operator into $v-K$ and $c$ times the identity, and the last rewriting removes the second part by `hz`.
